# A transcorrelated reference energy below the spectrum of the Hubbard dimer

For the Hubbard dimer with one electron of each spin, hopping $t>0$ and repulsion $U\ge 0$, the transcorrelated energy of the reference determinant, in which both electrons occupy the bonding orbital, is $U/2-2t\cosh J$, where the correlation factor weights the states with a doubly occupied site by $e^J$. It lies below every eigenvalue of the two-electron Hamiltonian exactly when $|J|>\operatorname{arsinh}(U/4t)$, so it is not in general an upper bound to the two-electron ground-state energy.

## Two electrons on two sites

With one electron of each spin, the dimer has two ionic states (both electrons on one site) and two covalent states. In this order, with a suitable choice of signs,

$$H=\begin{pmatrix}U&0&-t&-t\\0&U&-t&-t\\-t&-t&0&0\\-t&-t&0&0\end{pmatrix},\qquad v=\tfrac12(1,1,1,1).$$

The normalised vector $v$ is the determinant with the bonding orbital doubly occupied. The correlation factor $G=\mathrm{diag}(e^J,e^J,1,1)$ reweights double occupancy, and negative $J$ suppresses it. The similarity transform $G^{-1}HG$ keeps the eigenvalues of $H$, but for $J\neq0$ it is not symmetric, so the variational principle does not protect its expectation values.

## The reference energy

The transform multiplies the ionic–covalent entries by $e^{-J}$ and the covalent–ionic entries by $e^{J}$. Hence $G^{-1}HGv$ has ionic components $(U-2te^{-J})/2$ and covalent components $-te^{J}$, and

$$\langle v,G^{-1}HGv\rangle=\tfrac U2-te^{-J}-te^{J}=\tfrac U2-2t\cosh J.$$

Let $a=\operatorname{arsinh}(U/4t)$. Then $2t\cosh a=2t\sqrt{1+U^2/16t^2}=\sqrt{U^2/4+4t^2}$, so

$$E_0=\tfrac U2-\sqrt{\tfrac{U^2}{4}+4t^2}=\tfrac U2-2t\cosh a.$$

Since $a\ge0$, the reference energy is below $E_0$ exactly when $\cosh J>\cosh a$, that is, when $|J|>a$.

## Why $E_0$ is the lowest level

The vector $v$ is an eigenvector of $G^{-1}HG$ when its ionic and covalent components agree after the transform: $U=2t(e^{-J}-e^{J})=-4t\sinh J$, or $J=-a$. The eigenvalue is then the reference energy, $E_0$. If $G^{-1}HGx=Ex$, then $H(Gx)=E(Gx)$, so $E_0$ is also an eigenvalue of $H$.

Now suppose $Hx=Ex$ with $E<E_0$, and put $s=x_0+x_1$. The covalent rows give $Ex_2=Ex_3=-ts$. The sum of the ionic rows gives $(U-E)s=2t(x_2+x_3)$. Multiplying by $E$ yields

$$(E^2-UE-4t^2)\,s=0.$$

The quadratic has roots $U/2\pm\sqrt{U^2/4+4t^2}$ and is positive below both, so $s=0$. As $E<E_0<0$, it follows that $x_2=x_3=0$. The ionic rows become $(U-E)x_0=(U-E)x_1=0$ with $U-E>0$, so $x=0$, and $E$ is not an eigenvalue.

## Energies that mislead

Because $2\cosh J>J$, the choice $J=(U/2-B)/t$ puts the reference energy below any given $B$. Minimising it over $J$ therefore fails in this one-parameter, two-site model, which is a warning for optimising correlation factors in transcorrelated calculations. At $J=+a$ with $U>0$ the energy equals $E_0$, yet $v$ is not an eigenvector: a correct energy does not certify a correct state.

## The statement in Lean

`hubbard`, `correlator` and `determinant` are $H$, $G$ and $v$, with indices 0 and 1 ionic, 2 and 3 covalent. `transcorrelated` uses the matrix inverse, and `refEnergy` is the expectation value in $v$. `IsLevel A E` says that the real number $E$ has a nonzero real eigenvector.

The main theorem, `refEnergy_below_spectrum_iff`, compares `refEnergy` with every level of `hubbard U t`, assuming `0 ≤ U` and `0 < t`. The matrix is taken as given; its derivation from fermionic operators is not formalised.

```lean
import Mathlib

open Matrix

namespace TranscorrelatedDimer

noncomputable section

/-- The Hubbard dimer with on-site repulsion `U` and hopping `t`, in the basis of two ionic
states followed by two covalent states. -/
def hubbard (U t : ℝ) : Matrix (Fin 4) (Fin 4) ℝ :=
  !![U, 0, -t, -t; 0, U, -t, -t; -t, -t, 0, 0; -t, -t, 0, 0]

/-- The correlation factor, which weights the two ionic states by `e^J`. -/
def correlator (J : ℝ) : Matrix (Fin 4) (Fin 4) ℝ :=
  Matrix.diagonal ![Real.exp J, Real.exp J, 1, 1]

/-- The transcorrelated Hamiltonian `G⁻¹ H G`. -/
def transcorrelated (U t J : ℝ) : Matrix (Fin 4) (Fin 4) ℝ :=
  (correlator J)⁻¹ * hubbard U t * correlator J

/-- The reference determinant `(1, 1, 1, 1) / 2`. -/
def determinant : Fin 4 → ℝ := fun _ => 1 / 2

/-- The expectation value of the transcorrelated Hamiltonian in the reference determinant. -/
def refEnergy (U t J : ℝ) : ℝ :=
  determinant ⬝ᵥ (transcorrelated U t J *ᵥ determinant)

/-- The energy `E0 = U/2 - √(U²/4 + 4t²)`. -/
def exactEnergy (U t : ℝ) : ℝ := U / 2 - √(U ^ 2 / 4 + 4 * t ^ 2)

/-- `E` is a real eigenvalue of the matrix `A`. -/
def IsLevel (A : Matrix (Fin 4) (Fin 4) ℝ) (E : ℝ) : Prop :=
  ∃ x : Fin 4 → ℝ, x ≠ 0 ∧ A *ᵥ x = E • x

/-- Correlation factors with opposite parameters are inverse to each other. -/
theorem correlator_mul_neg (J : ℝ) : correlator J * correlator (-J) = 1 := by
  rw [correlator, correlator, Matrix.diagonal_mul_diagonal, ← Matrix.diagonal_one]
  refine congrArg Matrix.diagonal (funext fun i => ?_)
  fin_cases i <;> simp [← Real.exp_add]

/-- The transcorrelated Hamiltonian has the same real eigenvalues as the Hubbard dimer. -/
theorem isLevel_transcorrelated_iff (U t J E : ℝ) :
    IsLevel (transcorrelated U t J) E ↔ IsLevel (hubbard U t) E := by
  have h1 := correlator_mul_neg J
  have h2 : correlator (-J) * correlator J = 1 := by simpa using correlator_mul_neg (-J)
  have hinv : (correlator J)⁻¹ = correlator (-J) := Matrix.inv_eq_right_inv h1
  constructor
  · rintro ⟨x, hx, h⟩
    refine ⟨correlator J *ᵥ x, fun h0 => hx ?_, ?_⟩
    · rw [← Matrix.one_mulVec x, ← h2, ← Matrix.mulVec_mulVec, h0, Matrix.mulVec_zero]
    · rw [← Matrix.mulVec_smul, ← h, Matrix.mulVec_mulVec, Matrix.mulVec_mulVec,
        transcorrelated, hinv, ← Matrix.mul_assoc, ← Matrix.mul_assoc, h1, Matrix.one_mul]
  · rintro ⟨x, hx, h⟩
    refine ⟨correlator (-J) *ᵥ x, fun h0 => hx ?_, ?_⟩
    · rw [← Matrix.one_mulVec x, ← h1, ← Matrix.mulVec_mulVec, h0, Matrix.mulVec_zero]
    · rw [← Matrix.mulVec_smul, ← h, Matrix.mulVec_mulVec, Matrix.mulVec_mulVec,
        transcorrelated, hinv, Matrix.mul_assoc (correlator (-J) * hubbard U t), h1,
        Matrix.mul_one]

/-- The action of the transcorrelated Hamiltonian on the reference determinant. -/
theorem transcorrelated_mulVec (U t J : ℝ) :
    transcorrelated U t J *ᵥ determinant =
      ![(U - 2 * t * Real.exp (-J)) / 2, (U - 2 * t * Real.exp (-J)) / 2,
        -(t * Real.exp J), -(t * Real.exp J)] := by
  have hinv : (correlator J)⁻¹ = correlator (-J) :=
    Matrix.inv_eq_right_inv (correlator_mul_neg J)
  have h : Real.exp (-J) * U * Real.exp J = U := by
    rw [mul_right_comm, ← Real.exp_add, neg_add_cancel, Real.exp_zero, one_mul]
  rw [transcorrelated, hinv]
  ext i
  simp only [Matrix.mulVec, dotProduct, Fin.sum_univ_four, correlator,
    Matrix.mul_diagonal, Matrix.diagonal_mul]
  fin_cases i <;> simp [hubbard, determinant, h] <;> ring

/-- The transcorrelated reference energy is `U/2 - 2t cosh J`. -/
theorem refEnergy_eq (U t J : ℝ) : refEnergy U t J = U / 2 - 2 * t * Real.cosh J := by
  rw [refEnergy, transcorrelated_mulVec, Real.cosh_eq]
  simp only [dotProduct, Fin.sum_univ_four, determinant]
  simp
  ring

/-- The energy `E0` written with the hyperbolic angle `arsinh (U/4t)`. -/
theorem exactEnergy_eq {U t : ℝ} (ht : 0 < t) :
    exactEnergy U t = U / 2 - 2 * t * Real.cosh (Real.arsinh (U / (4 * t))) := by
  have hs : U / (4 * t) * (4 * t) = U := div_mul_cancel₀ U (by positivity)
  rw [exactEnergy, Real.cosh_arsinh]
  generalize U / (4 * t) = s at hs ⊢
  have h : U ^ 2 / 4 + 4 * t ^ 2 = (2 * t) ^ 2 * (1 + s ^ 2) := by
    rw [← hs]; ring
  rw [h, Real.sqrt_mul (by positivity), Real.sqrt_sq (by positivity)]

/-- At `J = -arsinh (U/4t)` the reference determinant is an eigenvector of the transcorrelated
Hamiltonian with eigenvalue `E0`. -/
theorem determinant_exact {U t : ℝ} (ht : 0 < t) :
    transcorrelated U t (-Real.arsinh (U / (4 * t))) *ᵥ determinant
      = exactEnergy U t • determinant := by
  have hs : U / (4 * t) * (4 * t) = U := div_mul_cancel₀ U (by positivity)
  have hsinh := Real.sinh_arsinh (U / (4 * t))
  rw [transcorrelated_mulVec, exactEnergy_eq ht, neg_neg]
  generalize Real.arsinh (U / (4 * t)) = a at hsinh ⊢
  rw [← hsinh] at hs
  have h1 : (U - 2 * t * Real.exp a) / 2 = (U / 2 - 2 * t * Real.cosh a) * (1 / 2) := by
    rw [← Real.cosh_add_sinh a]; linear_combination -hs / 4
  have h2 : -(t * Real.exp (-a)) = (U / 2 - 2 * t * Real.cosh a) * (1 / 2) := by
    rw [← Real.cosh_sub_sinh a]; linear_combination hs / 4
  ext i
  fin_cases i
  exacts [h1, h1, h2, h2]

/-- The reference determinant is an eigenvector of the transcorrelated Hamiltonian only for
`J = -arsinh (U/4t)`. -/
theorem eq_of_determinant_eigenvector {U t J E : ℝ} (ht : 0 < t)
    (h : transcorrelated U t J *ᵥ determinant = E • determinant) :
    J = -Real.arsinh (U / (4 * t)) := by
  rw [transcorrelated_mulVec] at h
  have h0 : (U - 2 * t * Real.exp (-J)) / 2 = E * (1 / 2) := congrFun h 0
  have h2 : -(t * Real.exp J) = E * (1 / 2) := congrFun h 2
  -- equal ionic and covalent amplitudes fix sinh J
  have hU : U = -Real.sinh J * (4 * t) := by
    rw [Real.sinh_eq]; linear_combination 2 * h0 - 2 * h2
  have hs : U / (4 * t) = -Real.sinh J := (div_eq_iff (by positivity)).2 hU
  rw [hs, Real.arsinh_neg, Real.arsinh_sinh, neg_neg]

/-- The transcorrelated reference energy lies below every eigenvalue of the Hubbard dimer
exactly when `|J| > arsinh (U/4t)`. -/
theorem refEnergy_below_spectrum_iff {U t : ℝ} (hU : 0 ≤ U) (ht : 0 < t) (J : ℝ) :
    (∀ E, IsLevel (hubbard U t) E → refEnergy U t J < E) ↔
      Real.arsinh (U / (4 * t)) < |J| := by
  have ha : 0 ≤ Real.arsinh (U / (4 * t)) := Real.arsinh_nonneg_iff.2 (by positivity)
  have key : refEnergy U t J < exactEnergy U t ↔ Real.arsinh (U / (4 * t)) < |J| := by
    rw [refEnergy_eq, exactEnergy_eq ht, sub_lt_sub_iff_left,
      mul_lt_mul_iff_right₀ (by positivity), Real.cosh_lt_cosh, abs_of_nonneg ha]
  rw [← key]
  constructor
  · -- E0 is a level, by the exact transcorrelated eigenvector
    intro h
    refine h _ ((isLevel_transcorrelated_iff U t _ _).1
      ⟨determinant, fun h0 => ?_, determinant_exact ht⟩)
    have h1 : (1 / 2 : ℝ) = 0 := congrFun h0 0
    norm_num at h1
  · -- no level lies below E0
    rintro h E ⟨x, hx, hE⟩
    refine lt_of_lt_of_le h (le_of_not_gt fun hlt => hx ?_)
    have e (i : Fin 4) := congrFun hE i
    simp only [Matrix.mulVec, dotProduct, Fin.sum_univ_four, Pi.smul_apply, smul_eq_mul] at e
    have h0 : U * x 0 - t * x 2 - t * x 3 = E * x 0 := by
      have := e 0; simp [hubbard] at this; linarith
    have h1 : U * x 1 - t * x 2 - t * x 3 = E * x 1 := by
      have := e 1; simp [hubbard] at this; linarith
    have h2 : -t * x 0 - t * x 1 = E * x 2 := by
      have := e 2; simp [hubbard] at this; linarith
    have h3 : -t * x 0 - t * x 1 = E * x 3 := by
      have := e 3; simp [hubbard] at this; linarith
    rw [exactEnergy] at hlt
    have hr := Real.sq_sqrt (show 0 ≤ U ^ 2 / 4 + 4 * t ^ 2 by positivity)
    have hr0 := Real.sqrt_nonneg (U ^ 2 / 4 + 4 * t ^ 2)
    generalize √(U ^ 2 / 4 + 4 * t ^ 2) = r at hlt hr hr0
    have hrU : U / 2 ≤ r := by nlinarith [mul_pos ht ht]
    have hneg : E < 0 := by linarith
    have hd : 0 < U / 2 - r - E := by linarith
    have hq : 0 < E ^ 2 - U * E - 4 * t ^ 2 := by
      nlinarith [mul_pos hd hd, mul_nonneg hd.le hr0]
    have hs : (E ^ 2 - U * E - 4 * t ^ 2) * (x 0 + x 1) = 0 := by
      linear_combination -E * (h0 + h1) + 2 * t * (h2 + h3)
    have s0 := (mul_eq_zero.1 hs).resolve_left hq.ne'
    have x2 : x 2 = 0 := (mul_eq_zero.1 (show E * x 2 = 0 by
      linear_combination -h2 - t * s0)).resolve_left hneg.ne
    have x3 : x 3 = 0 := (mul_eq_zero.1 (show E * x 3 = 0 by
      linear_combination -h3 - t * s0)).resolve_left hneg.ne
    have hUE : U - E ≠ 0 := by linarith [hneg] |> fun (h : 0 < U - E) => h.ne'
    have x0 : x 0 = 0 := (mul_eq_zero.1 (show (U - E) * x 0 = 0 by
      linear_combination h0 + t * x2 + t * x3)).resolve_left hUE
    have x1 : x 1 = 0 := by linarith
    ext i
    fin_cases i
    exacts [x0, x1, x2, x3]

/-- For fixed `U` and `t > 0`, the transcorrelated reference energy takes values below any
given bound as `J` varies. -/
theorem refEnergy_unbounded {t : ℝ} (ht : 0 < t) (U B : ℝ) : ∃ J, refEnergy U t J < B := by
  refine ⟨(U / 2 - B) / t, ?_⟩
  have hJ : (U / 2 - B) / t * t = U / 2 - B := div_mul_cancel₀ _ ht.ne'
  rw [refEnergy_eq]
  generalize (U / 2 - B) / t = J at hJ ⊢
  have h : J < 2 * Real.cosh J := by
    rw [Real.cosh_eq]; linarith [Real.add_one_le_exp J, Real.exp_pos (-J)]
  nlinarith [mul_pos ht (sub_pos.2 h)]

/-- At `J = +arsinh (U/4t)` with `U > 0` the reference energy equals `E0`, although the
determinant is not an eigenvector of the transcorrelated Hamiltonian. -/
theorem exact_energy_without_eigenvector {U t : ℝ} (hU : 0 < U) (ht : 0 < t) :
    refEnergy U t (Real.arsinh (U / (4 * t))) = exactEnergy U t ∧
      ¬ ∃ E : ℝ, transcorrelated U t (Real.arsinh (U / (4 * t))) *ᵥ determinant
        = E • determinant := by
  refine ⟨by rw [refEnergy_eq, exactEnergy_eq ht], ?_⟩
  rintro ⟨E, h⟩
  have h1 := eq_of_determinant_eigenvector ht h
  have h2 : 0 < Real.arsinh (U / (4 * t)) := Real.arsinh_pos_iff.2 (by positivity)
  linarith

end

end TranscorrelatedDimer
```

```lean
#print axioms TranscorrelatedDimer.refEnergy_below_spectrum_iff
#print axioms TranscorrelatedDimer.refEnergy_unbounded
#print axioms TranscorrelatedDimer.exact_energy_without_eigenvector
```

```
'TranscorrelatedDimer.refEnergy_below_spectrum_iff' depends on axioms: [propext, Classical.choice, Quot.sound]
'TranscorrelatedDimer.refEnergy_unbounded' depends on axioms: [propext, Classical.choice, Quot.sound]
'TranscorrelatedDimer.exact_energy_without_eigenvector' depends on axioms: [propext, Classical.choice, Quot.sound]
```

## How the proof runs

`correlator_mul_neg` identifies $G(J)^{-1}$ with $G(-J)$, and `isLevel_transcorrelated_iff` carries eigenvectors both ways. `transcorrelated_mulVec` computes the four components, from which `refEnergy_eq` follows.

`exactEnergy_eq` introduces the hyperbolic angle. `determinant_exact` checks the eigenvector at $J=-a$, and `eq_of_determinant_eigenvector` equates an ionic and a covalent component to exclude any other $J$.

In the main theorem, `key` is the comparison of hyperbolic cosines. The forward direction applies the hypothesis to $E_0$, a level by the transformed eigenvector. The reverse direction extracts the four rows `h0` to `h3`; `linear_combination` forms the quadratic identity `hs`, `nlinarith` proves the quadratic positive, and the components vanish in the order above.

`refEnergy_unbounded` gets $2\cosh J>J$ from $e^J\ge 1+J$. `exact_energy_without_eigenvector` uses uniqueness: an eigenvector at $J=a$ would force $a=-a$, contradicting $a>0$.
